# Rational functions of degree at most n approximate |x| on [−1, 1] to within 3 exp(−√n) for n ≥ 5

Q: At zero temperature, independent electrons fill every level ε below the chemical potential μ. The contribution of each level to the band energy, with energies measured from μ, is min(ε − μ, 0), which has a kink at ε = μ. A rational function is smooth away from its poles. How can it capture a metal, with levels arbitrarily close to the kink?

A: By a bound on the worst error, kink included. Since min(y, 0) = (y − |y|)/2, it suffices to approximate |x| on [−1, 1]. For n ≥ 5 put ξ = exp(−1/√n), N = n − 1 and

P(x) = (x + 1)(x + ξ)···(x + ξ^(N−1))

R(x) = x (P(x) − P(−x)) / (P(x) + P(−x)).

In Lean, ξ is `ratio n`, P is `nodePoly`, and R is `numer` over `denom`.

```lean
import Mathlib

open Polynomial

namespace NewmanKink

noncomputable section

/-- The ratio `exp(-1/√n)` of successive nodes, for `n ≥ 1`. -/
def ratio (n : ℕ) : ℝ := Real.exp (-(1 / √(n : ℝ)))

/-- The polynomial `P` with the `N` roots `-1, -ξ, ..., -ξ^(N-1)` in geometric progression. -/
def nodePoly (ξ : ℝ) (N : ℕ) : ℝ[X] := ∏ k ∈ Finset.range N, (X + C (ξ ^ k))

/-- The numerator `x (P(x) - P(-x))` of Newman's rational function. -/
def numer (ξ : ℝ) (N : ℕ) : ℝ[X] := X * (nodePoly ξ N - (nodePoly ξ N).comp (-X))

/-- The denominator `P(x) + P(-x)` of Newman's rational function. -/
def denom (ξ : ℝ) (N : ℕ) : ℝ[X] := nodePoly ξ N + (nodePoly ξ N).comp (-X)
```

Q: Why should R resemble |x|?

A: R is even, and for x ≥ 0

x − R(x) = 2x P(−x) / (P(x) + P(−x)).

So we want P(−x) small compared with P(x). For x > 0, each factor of |P(−x)|/P(x) is |y − 1|/(y + 1) with y = ξ^k/x. A function h, equal to y up to 1 and to 2 − 1/y beyond, will make the product telescope.

```lean
/-- An auxiliary function on `y > 0`: it equals `y` up to `1` and `2 - 1/y` beyond. -/
def saturation (y : ℝ) : ℝ := if y ≤ 1 then y else 2 - y⁻¹
```

First, for t ≥ 0,

1 − t ≤ exp(−2t)(1 + t).

Indeed f(t) = exp(2t)(1 − t) − (1 + t) vanishes at 0, and f′(t) = exp(2t)(1 − 2t) − 1 ≤ 0 because 1 − 2t ≤ exp(−2t). Lean uses the same derivative.

```lean
/-- For `t ≥ 0`, `1 - t` is at most `exp(-2t) (1 + t)`. -/
theorem one_sub_le_exp {t : ℝ} (ht : 0 ≤ t) :
    1 - t ≤ Real.exp (-(2 * t)) * (1 + t) := by
  have hd : ∀ t : ℝ, HasDerivAt (fun t : ℝ => Real.exp (2 * t) * (1 - t) - (1 + t))
      (Real.exp (2 * t) * (1 - 2 * t) - 1) t := by
    intro t
    have h0 : HasDerivAt (fun t : ℝ => 2 * t) 2 t := by
      simpa using (hasDerivAt_id' t).const_mul (2 : ℝ)
    have h2 : HasDerivAt (fun t : ℝ => 1 - t) (-1) t := (hasDerivAt_id' t).const_sub 1
    have h3 : HasDerivAt (fun t : ℝ => 1 + t) 1 t := (hasDerivAt_id' t).const_add 1
    exact ((h0.exp.fun_mul h2).fun_sub h3).congr_deriv (by ring)
  have hE : ∀ t : ℝ, Real.exp (2 * t) * Real.exp (-(2 * t)) = 1 := by
    intro t
    rw [← Real.exp_add, add_neg_cancel, Real.exp_zero]
  -- the difference decreases from the value zero at the origin
  have hanti := antitone_of_deriv_nonpos (fun t => (hd t).differentiableAt) (fun t => by
    rw [(hd t).deriv]
    have h := mul_le_mul_of_nonneg_left (Real.add_one_le_exp (-(2 * t)))
      (Real.exp_pos (2 * t)).le
    linarith [hE t])
  have h := hanti ht
  norm_num at h
  have h' := mul_le_mul_of_nonneg_left h (Real.exp_pos (-(2 * t))).le
  linear_combination h' - (1 - t) * hE t
```

With t = min(y, 1/y), the factor is therefore at most exp(−2t). We now need

h(y) − h(ξy) ≤ (1 − ξ)t/ξ.

If y ≤ 1, the left side is (1 − ξ)y. If ξy > 1, the two sides are equal. If ξy ≤ 1 < y, the inequality reduces to (1 − ξy)²/y ≥ 0. These are Lean's three cases. With c = 2ξ/(1 − ξ), each factor is at most exp(−c[h(y) − h(ξy)]).

```lean
/-- For `0 < ξ < 1` and `y > 0`, one factor `|y - 1| / (y + 1)` is bounded by the exponential of
`-2ξ/(1-ξ)` times the auxiliary function's value at `y` minus its value at `ξ y`. -/
theorem node_factor_bound {ξ y : ℝ} (h0 : 0 < ξ) (h1 : ξ < 1) (hy : 0 < y) :
    |y - 1| ≤ Real.exp (-(2 * ξ / (1 - ξ) * (saturation y - saturation (ξ * y)))) * (y + 1) := by
  have hk : 0 < 1 - ξ := by linarith
  have key : ∀ t : ℝ, 0 ≤ t → ξ * (saturation y - saturation (ξ * y)) ≤ (1 - ξ) * t →
      1 - t ≤ Real.exp (-(2 * ξ / (1 - ξ) * (saturation y - saturation (ξ * y)))) * (1 + t) := by
    intro t ht hD
    refine (one_sub_le_exp ht).trans (mul_le_mul_of_nonneg_right ?_ (by linarith))
    apply Real.exp_le_exp.mpr
    apply neg_le_neg
    rw [div_mul_eq_mul_div, div_le_iff₀ hk]
    linarith
  by_cases hy1 : y ≤ 1
  · have hxy : ξ * y ≤ 1 := by nlinarith
    have h := key y hy.le (by
      simp only [saturation, if_pos hy1, if_pos hxy]
      nlinarith [mul_nonneg hy.le (sq_nonneg (1 - ξ))])
    rw [abs_of_nonpos (by linarith)]
    linarith
  · have hz : y * y⁻¹ = 1 := mul_inv_cancel₀ hy.ne'
    have h := key y⁻¹ (inv_pos.mpr hy).le (by
      by_cases hxy : ξ * y ≤ 1
      · simp only [saturation, if_neg hy1, if_pos hxy]
        have hs := mul_nonneg (inv_pos.mpr hy).le (sq_nonneg (1 - ξ * y))
        have he : y⁻¹ * (1 - ξ * y) ^ 2 = y⁻¹ - 2 * ξ + ξ ^ 2 * y := by
          linear_combination (ξ ^ 2 * y - 2 * ξ) * hz
        linarith
      · simp only [saturation, if_neg hy1, if_neg hxy, mul_inv]
        have hx : ξ * ξ⁻¹ = 1 := mul_inv_cancel₀ h0.ne'
        apply le_of_eq
        linear_combination y⁻¹ * hx)
    rw [abs_of_pos (by linarith [not_le.mp hy1])]
    have h' := mul_le_mul_of_nonneg_left h hy.le
    linear_combination h' + (Real.exp (-(2 * ξ / (1 - ξ) *
      (saturation y - saturation (ξ * y)))) + 1) * hz
```

Multiplying over k, by induction on N in Lean, gives

|P(−x)| ≤ exp(−c[h(1/x) − h(ξ^N/x)]) P(x).

```lean
/-- For `0 < ξ < 1` and `x > 0`, the factor bounds telescope to a bound on `|P(-x)|`
in terms of `P(x)`. -/
theorem reflection_bound {ξ x : ℝ} (h0 : 0 < ξ) (h1 : ξ < 1) (hx : 0 < x) (N : ℕ) :
    |(nodePoly ξ N).eval (-x)| ≤ Real.exp (-(2 * ξ / (1 - ξ) *
      (saturation (1 / x) - saturation (ξ ^ N / x)))) * (nodePoly ξ N).eval x := by
  induction N with
  | zero => simp [nodePoly]
  | succ N ih =>
    have hs : ∀ z, (nodePoly ξ (N + 1)).eval z = (nodePoly ξ N).eval z * (z + ξ ^ N) := by
      intro z
      rw [nodePoly, Finset.prod_range_succ, eval_mul, eval_add, eval_X, eval_C, nodePoly]
    obtain ⟨y, hy⟩ : ∃ y, y = ξ ^ N / x := ⟨_, rfl⟩
    have hyx : y * x = ξ ^ N := by rw [hy, div_mul_cancel₀ _ hx.ne']
    have hy0 : 0 < y := by rw [hy]; exact div_pos (pow_pos h0 N) hx
    have hnext : ξ ^ (N + 1) / x = ξ * y := by rw [hy]; ring
    have hf := mul_le_mul_of_nonneg_right (node_factor_bound h0 h1 hy0) hx.le
    have e1 : |-x + ξ ^ N| = |y - 1| * x := by
      rw [show -x + ξ ^ N = (y - 1) * x by linear_combination -hyx, abs_mul, abs_of_pos hx]
    have e2 : x + ξ ^ N = (y + 1) * x := by linear_combination -hyx
    rw [← hy] at ih
    rw [hs, hs, abs_mul, hnext, e1, e2]
    refine (mul_le_mul ih hf (by positivity) ((abs_nonneg _).trans ih)).trans (le_of_eq ?_)
    rw [show -(2 * ξ / (1 - ξ) * (saturation (1 / x) - saturation (ξ * y))) =
      -(2 * ξ / (1 - ξ) * (saturation (1 / x) - saturation y)) +
      -(2 * ξ / (1 - ξ) * (saturation y - saturation (ξ * y))) by ring, Real.exp_add]
    ring
```

Q: Does that exponent really reach √n?

A: Write s = √n and u = 1/s. Then ξ^N = exp(−(s − u)).

```lean
/-- For `n ≥ 1` the node ratio is below one, and its power `n - 1` is `exp(-(√n - 1/√n))`. -/
theorem ratio_facts {n : ℕ} (hn : 1 ≤ n) : ratio n < 1 ∧
    ratio n ^ (n - 1) = Real.exp (-(√(n : ℝ) - 1 / √(n : ℝ))) := by
  have hs : 0 < √(n : ℝ) := Real.sqrt_pos.mpr (Nat.cast_pos.mpr (by omega))
  have hsq : √(n : ℝ) ^ 2 = n := Real.sq_sqrt (Nat.cast_nonneg n)
  have hsu : √(n : ℝ) * (1 / √(n : ℝ)) = 1 := mul_one_div_cancel hs.ne'
  refine ⟨Real.exp_lt_one_iff.mpr (neg_neg_of_pos (one_div_pos.mpr hs)), ?_⟩
  rw [ratio, ← Real.exp_nat_mul, Nat.cast_sub hn, Nat.cast_one]
  congr 1
  linear_combination (1 / √(n : ℝ)) * hsq - √(n : ℝ) * hsu
```

The claim c(1 − ξ^N) ≥ s is equivalent to

s(exp(u) − 1) ≤ 2(1 − ξ^N).

As exp(u) − 1 ≤ u + u², the left side is at most 1 + u ≤ 3/2. For n ≥ 5, ξ^N ≤ 1/4, so the right side is at least 3/2.

```lean
/-- For `n ≥ 5` the accumulated exponent is at least `√n`. -/
theorem newman_exponent {n : ℕ} (hn : 5 ≤ n) :
    √(n : ℝ) ≤ 2 * ratio n / (1 - ratio n) * (1 - ratio n ^ (n - 1)) := by
  obtain ⟨hlt, hpow⟩ := ratio_facts (show 1 ≤ n by omega)
  have hn' : (5 : ℝ) ≤ n := by exact_mod_cast hn
  have hs : 11 / 5 ≤ √(n : ℝ) := (Real.le_sqrt' (by norm_num)).mpr (by linarith)
  have hsu : √(n : ℝ) * (1 / √(n : ℝ)) = 1 := mul_one_div_cancel (by linarith)
  have hr : ratio n = Real.exp (-(1 / √(n : ℝ))) := rfl
  have hu0 : 0 ≤ 1 / √(n : ℝ) := by positivity
  rw [hpow, div_mul_eq_mul_div, le_div_iff₀ (by linarith), hr]
  generalize 1 / √(n : ℝ) = u at *
  generalize √(n : ℝ) = s at *
  have hu : u ≤ 1 / 2 := by nlinarith
  have hX := (abs_le.mp (Real.abs_exp_sub_one_sub_id_le
    (abs_le.mpr ⟨by linarith, by linarith⟩ : |u| ≤ 1))).2
  have h1 : s * (Real.exp u - 1) ≤ 1 + u :=
    (mul_le_mul_of_nonneg_left (by linarith : Real.exp u - 1 ≤ u + u ^ 2)
      (by linarith)).trans (le_of_eq (by linear_combination (1 + u) * hsu))
  -- the power `ratio n ^ (n - 1)`, which is `exp (-(s - u))`, is at most 1/4
  have h4 : 4 ≤ Real.exp (s - u) := by
    have := Real.quadratic_le_exp_of_nonneg (show 0 ≤ s - u by linarith)
    nlinarith
  have hE : Real.exp (s - u) * Real.exp (-(s - u)) = 1 := by
    rw [← Real.exp_add, add_neg_cancel, Real.exp_zero]
  have hq := mul_le_mul_of_nonneg_right h4 (Real.exp_pos (-(s - u))).le
  have hI : Real.exp u * Real.exp (-u) = 1 := by
    rw [← Real.exp_add, add_neg_cancel, Real.exp_zero]
  have h2 := mul_le_mul_of_nonneg_left
    (show s * (Real.exp u - 1) ≤ 2 * (1 - Real.exp (-(s - u))) by linarith)
    (Real.exp_pos (-u)).le
  linear_combination h2 - s * hI
```

For ξ^N < x ≤ 1, the bracket is 2 − x − ξ^N/x. It exceeds 1 − ξ^N by (1 − x)(1 − ξ^N/x) ≥ 0. Hence |P(−x)| ≤ δP(x), where δ = exp(−√n) ≤ 1/3, and the error is at most 2δ/(1 − δ) ≤ 3δ.

For 0 ≤ x ≤ ξ^N, we have 0 ≤ P(−x) ≤ P(x), so the error is at most x ≤ ξ^N = exp(u)δ ≤ 3δ. Lean splits at the same point and also obtains a positive denominator.

```lean
/-- For `n ≥ 5` and `0 ≤ x ≤ 1`, Newman's denominator is positive and his rational function
differs from `x` by at most `3 exp(-√n)`. -/
theorem newman_error_half {n : ℕ} (hn : 5 ≤ n) {x : ℝ} (hx0 : 0 ≤ x) (hx1 : x ≤ 1) :
    0 < (denom (ratio n) (n - 1)).eval x ∧
    |x - (numer (ratio n) (n - 1)).eval x / (denom (ratio n) (n - 1)).eval x|
      ≤ 3 * Real.exp (-√(n : ℝ)) := by
  obtain ⟨hlt, hpow⟩ := ratio_facts (show 1 ≤ n by omega)
  have hξ : 0 < ratio n := Real.exp_pos _
  have hn' : (5 : ℝ) ≤ n := by exact_mod_cast hn
  have hs : 2 ≤ √(n : ℝ) := (Real.le_sqrt' (by norm_num)).mpr (by linarith)
  have hP : ∀ z, (nodePoly (ratio n) (n - 1)).eval z =
      ∏ k ∈ Finset.range (n - 1), (z + ratio n ^ k) := by
    intro z
    simp [nodePoly, eval_prod]
  have ha : 0 < (nodePoly (ratio n) (n - 1)).eval x := by
    rw [hP]
    exact Finset.prod_pos fun k _ => add_pos_of_nonneg_of_pos hx0 (pow_pos hξ k)
  have hE := Real.exp_pos (-√(n : ℝ))
  simp only [numer, denom, eval_mul, eval_sub, eval_add, eval_comp, eval_neg, eval_X]
  suffices key : 0 < (nodePoly (ratio n) (n - 1)).eval x + (nodePoly (ratio n) (n - 1)).eval (-x) ∧
      2 * x * |(nodePoly (ratio n) (n - 1)).eval (-x)| ≤ 3 * Real.exp (-√(n : ℝ)) *
        ((nodePoly (ratio n) (n - 1)).eval x + (nodePoly (ratio n) (n - 1)).eval (-x)) by
    generalize (nodePoly (ratio n) (n - 1)).eval x = a at *
    generalize (nodePoly (ratio n) (n - 1)).eval (-x) = b at *
    refine ⟨key.1, ?_⟩
    have he : x - x * (a - b) / (a + b) = 2 * x * b / (a + b) := by
      rw [eq_div_iff key.1.ne', sub_mul, div_mul_cancel₀ _ key.1.ne']
      ring
    rw [he, abs_div, abs_of_pos key.1, div_le_iff₀ key.1, abs_mul,
      abs_of_nonneg (by linarith : 0 ≤ 2 * x)]
    exact key.2
  rcases le_or_gt x (ratio n ^ (n - 1)) with hsmall | hlarge
  · -- for `x ≤ ratio n ^ (n - 1)` the error is at most x itself
    have hf : ∀ k ∈ Finset.range (n - 1), 0 ≤ -x + ratio n ^ k := by
      intro k hk
      have := pow_le_pow_of_le_one hξ.le hlt.le (Finset.mem_range.mp hk).le
      linarith
    have hb : 0 ≤ (nodePoly (ratio n) (n - 1)).eval (-x) := by
      rw [hP]
      exact Finset.prod_nonneg hf
    have hba : (nodePoly (ratio n) (n - 1)).eval (-x) ≤ (nodePoly (ratio n) (n - 1)).eval x := by
      rw [hP, hP]
      exact Finset.prod_le_prod hf fun k _ => by linarith
    have hu0 : 0 ≤ 1 / √(n : ℝ) := by positivity
    have hu1 : 1 / √(n : ℝ) ≤ 1 := (div_le_one (by linarith)).mpr (by linarith)
    have hX := (abs_le.mp (Real.abs_exp_sub_one_sub_id_le
      (abs_le.mpr ⟨by linarith, hu1⟩ : |1 / √(n : ℝ)| ≤ 1))).2
    have hX3 : Real.exp (1 / √(n : ℝ)) ≤ 3 := by nlinarith
    have hx3 : x ≤ 3 * Real.exp (-√(n : ℝ)) := by
      rw [hpow, show -(√(n : ℝ) - 1 / √(n : ℝ)) = 1 / √(n : ℝ) + -√(n : ℝ) by ring,
        Real.exp_add] at hsmall
      exact hsmall.trans (mul_le_mul_of_nonneg_right hX3 hE.le)
    refine ⟨by linarith, ?_⟩
    rw [abs_of_nonneg hb]
    have h1 := mul_nonneg hx0 (sub_nonneg.mpr hba)
    have h2 := mul_le_mul_of_nonneg_right hx3 (add_nonneg ha.le hb)
    linarith
  · -- for `x > ratio n ^ (n - 1)` we have `|P(-x)| ≤ exp(-√n) P(x)`
    have hxp : 0 < x := (pow_pos hξ _).trans hlarge
    have h1 : saturation (1 / x) = 2 - x := by
      unfold saturation
      split_ifs with h
      · have hx : x = 1 := le_antisymm hx1 ((div_le_one hxp).mp h)
        rw [hx]
        norm_num
      · simp
    have hw : ratio n ^ (n - 1) / x ≤ 1 := (div_le_one hxp).mpr hlarge.le
    have h2 : saturation (ratio n ^ (n - 1) / x) = ratio n ^ (n - 1) / x := by
      unfold saturation
      exact if_pos hw
    have hwx : ratio n ^ (n - 1) / x * x = ratio n ^ (n - 1) := div_mul_cancel₀ _ hxp.ne'
    have hge : 1 - ratio n ^ (n - 1) ≤ 2 - x - ratio n ^ (n - 1) / x := by
      have := mul_nonneg (sub_nonneg.mpr hx1) (sub_nonneg.mpr hw)
      linarith
    have hc : 0 ≤ 2 * ratio n / (1 - ratio n) := div_nonneg (by linarith) (by linarith)
    have hexp := (newman_exponent hn).trans (mul_le_mul_of_nonneg_left hge hc)
    have hb := reflection_bound hξ hlt hxp (n - 1)
    rw [h1, h2] at hb
    have hb' := hb.trans (mul_le_mul_of_nonneg_right
      (Real.exp_le_exp.mpr (neg_le_neg hexp)) ha.le)
    have hE3 : Real.exp (-√(n : ℝ)) ≤ 1 / 3 := by
      have h3 := mul_le_mul_of_nonneg_right (Real.add_one_le_exp √(n : ℝ)) hE.le
      rw [← Real.exp_add, add_neg_cancel, Real.exp_zero] at h3
      nlinarith
    generalize (nodePoly (ratio n) (n - 1)).eval x = a at *
    generalize (nodePoly (ratio n) (n - 1)).eval (-x) = b at *
    have h3 := mul_le_mul_of_nonneg_right hE3 ha.le
    have h4 := neg_abs_le b
    refine ⟨by linarith, ?_⟩
    have h5 := mul_nonneg hE.le (show 0 ≤ a + 3 * b by linarith)
    have h6 := mul_nonneg (sub_nonneg.mpr hx1) (abs_nonneg b)
    linarith
```

Evenness covers negative x. P has degree n − 1, and the extra factor x brings the numerator to at most n.

```lean
/-- **Newman's upper bound.** For `n ≥ 5` a quotient of real polynomials of degree at most `n`, with
denominator nonvanishing on `[-1,1]`, approximates `|x|` there to within `3 exp(-√n)`. -/
theorem newman_abs {n : ℕ} (hn : 5 ≤ n) : ∃ p q : ℝ[X], p.natDegree ≤ n ∧ q.natDegree ≤ n ∧
    (∀ x ∈ Set.Icc (-1 : ℝ) 1, q.eval x ≠ 0) ∧
    ∀ x ∈ Set.Icc (-1 : ℝ) 1, |(|x| - p.eval x / q.eval x)| ≤ 3 * Real.exp (-√(n : ℝ)) := by
  have hd : (nodePoly (ratio n) (n - 1)).natDegree ≤ n - 1 := by
    refine (natDegree_prod_le _ _).trans (le_of_eq ?_)
    simp only [natDegree_X_add_C, Finset.sum_const, Finset.card_range, smul_eq_mul, mul_one]
  have hd' : ((nodePoly (ratio n) (n - 1)).comp (-X)).natDegree ≤ n - 1 := by
    rw [natDegree_comp, natDegree_neg, natDegree_X, mul_one]
    exact hd
  -- numerator and denominator are even, so only |x| matters
  have heven : ∀ x : ℝ, (numer (ratio n) (n - 1)).eval |x| = (numer (ratio n) (n - 1)).eval x ∧
      (denom (ratio n) (n - 1)).eval |x| = (denom (ratio n) (n - 1)).eval x := by
    intro x
    rcases abs_choice x with h | h
    · rw [h]
      exact ⟨rfl, rfl⟩
    · rw [h]
      simp only [numer, denom, eval_mul, eval_sub, eval_add, eval_comp, eval_neg, eval_X, neg_neg]
      constructor <;> ring
  have key := fun (x : ℝ) (hx : x ∈ Set.Icc (-1 : ℝ) 1) =>
    newman_error_half hn (abs_nonneg x) (abs_le.mpr ⟨hx.1, hx.2⟩)
  refine ⟨numer (ratio n) (n - 1), denom (ratio n) (n - 1), ?_, ?_, ?_, ?_⟩
  · have h1 := (natDegree_sub_le (nodePoly (ratio n) (n - 1))
      ((nodePoly (ratio n) (n - 1)).comp (-X))).trans (max_le hd hd')
    have h2 := natDegree_mul_le (p := (X : ℝ[X])) (q := nodePoly (ratio n) (n - 1) -
      (nodePoly (ratio n) (n - 1)).comp (-X))
    rw [natDegree_X] at h2
    unfold numer
    omega
  · exact ((natDegree_add_le _ _).trans (max_le hd hd')).trans (Nat.sub_le n 1)
  · intro x hx
    rw [← (heven x).2]
    exact (key x hx).1.ne'
  · intro x hx
    rw [← (heven x).1, ← (heven x).2]
    exact (key x hx).2
```

Q: So this settles the best possible rate?

A: No. It is the upper half of Newman's two-sided estimate: such p and q exist, but nothing here limits how much better others might do.

Q: And the physics? Must I refit for each spectrum?

A: No: `band_energy` chooses `p` and `q` before the levels `ε : Fin M → ℝ`, `μ` and `W`. You supply a half-width W > 0 with |ε_i − μ| ≤ W. Scaling by W and summing gives a total error of at most M(3W/2)exp(−√n), with no gap required.

```lean
/-- For `n ≥ 5` one pair of polynomials of degree at most `n` gives the zero-temperature band
energy `∑ min(ε - μ, 0)` of any `M` levels within `W > 0` of the chemical potential `μ`, with
error at most `M (3W/2) exp(-√n)`. -/
theorem band_energy {n : ℕ} (hn : 5 ≤ n) : ∃ p q : ℝ[X], p.natDegree ≤ n ∧ q.natDegree ≤ n ∧
    (∀ x ∈ Set.Icc (-1 : ℝ) 1, q.eval x ≠ 0) ∧
    ∀ (M : ℕ) (ε : Fin M → ℝ) (μ W : ℝ), 0 < W → (∀ i, |ε i - μ| ≤ W) →
      |∑ i, min (ε i - μ) 0 - ∑ i, W / 2 * ((ε i - μ) / W -
        p.eval ((ε i - μ) / W) / q.eval ((ε i - μ) / W))|
        ≤ M * (3 * W / 2 * Real.exp (-√(n : ℝ))) := by
  obtain ⟨p, q, hp, hq, hne, h⟩ := newman_abs hn
  refine ⟨p, q, hp, hq, hne, fun M ε μ W hW hε => ?_⟩
  rw [← Finset.sum_sub_distrib]
  refine (Finset.abs_sum_le_sum_abs _ _).trans ?_
  have hterm : ∀ i ∈ (Finset.univ : Finset (Fin M)), |min (ε i - μ) 0 - W / 2 * ((ε i - μ) / W -
      p.eval ((ε i - μ) / W) / q.eval ((ε i - μ) / W))|
      ≤ 3 * W / 2 * Real.exp (-√(n : ℝ)) := by
    intro i _
    have hx : |(ε i - μ) / W| ≤ 1 := by
      rw [abs_div, abs_of_pos hW, div_le_one hW]
      exact hε i
    have hb := h _ (abs_le.mp hx)
    have hy : ε i - μ = W * ((ε i - μ) / W) := (mul_div_cancel₀ _ hW.ne').symm
    generalize (ε i - μ) / W = x at *
    rw [hy]
    -- the occupied part of a level is (y - |y|) / 2
    have hmin : min (W * x) 0 - W / 2 * (x - p.eval x / q.eval x) =
        -(W / 2) * (|x| - p.eval x / q.eval x) := by
      rcases le_total x 0 with h0 | h0
      · rw [min_eq_left (mul_nonpos_of_nonneg_of_nonpos hW.le h0), abs_of_nonpos h0]
        ring
      · rw [min_eq_right (mul_nonneg hW.le h0), abs_of_nonneg h0]
        ring
    rw [hmin, abs_mul, abs_neg, abs_of_pos (half_pos hW)]
    have := mul_le_mul_of_nonneg_left hb (half_pos hW).le
    linarith
  refine (Finset.sum_le_sum hterm).trans (le_of_eq ?_)
  simp only [Finset.sum_const, Finset.card_univ, Fintype.card_fin, nsmul_eq_mul]

end

end NewmanKink
```

```lean
#print axioms NewmanKink.newman_abs
#print axioms NewmanKink.band_energy
```

```
'NewmanKink.newman_abs' depends on axioms: [propext, Classical.choice, Quot.sound]
'NewmanKink.band_energy' depends on axioms: [propext, Classical.choice, Quot.sound]
```

This bears on rational expansions of the band energy in electronic structure, for finitely many non-interacting levels at zero temperature. Energies are measured from μ, and spin degeneracy means repeating levels. The theorem takes eigenvalues as given; it does not treat the cost or rounding error of applying R to a Hamiltonian matrix.

Q: Show me one level.

A: Take n = 5, W = 1 and ε − μ = −0.1. The numbers ξ^k are 1, 0.639, 0.409 and 0.261, so

P(0.1) ≈ 0.1496, P(−0.1) ≈ 0.0242

|x| − R(x) ≈ 0.2 × 0.0242/0.1738 ≈ 0.028.

The approximate energy is (−0.1 − 0.072)/2 ≈ −0.086 instead of −0.1. The error of 0.014 is well inside the guaranteed 0.160.
